# The Leibniz rule for the commutator with an ordered product of operators

Let $R$ be a ring, let $A$ and $B_0, B_1, \dots, B_{n-1}$ be elements of $R$, and write $[A,B] = AB - BA$. Then

$$[A,\; B_0 B_1 \cdots B_{n-1}] \;=\; \sum_{k=0}^{n-1} B_0 \cdots B_{k-1}\,[A,B_k]\,B_{k+1} \cdots B_{n-1},$$

where an empty product is the unit $1$ and an empty sum is $0$. In particular, $A$ commutes with the product whenever it commutes with every factor. The factors are numbered from $0$, as the positions of a list are in Lean.

## Physical setting

Quantum-mechanical operators are added and multiplied, multiplication is associative and distributes over addition, and the order of factors matters. These are the rules of a ring, and the identity uses nothing else. The map $X \mapsto [A,X]$ acts on a product the way a derivative does, hitting one factor at a time, except that the untouched factors must stay on the side where they stood.

The rule is the step that reduces a commutator with a composite operator, such as a power of the momentum or a string of creation and annihilation operators in an electronic Hamiltonian, to commutators with its single factors, provided that all operators involved are defined on one common space that each maps into itself, so that their products exist.

The examples use the spin matrices

$$\sigma_z = \begin{pmatrix} 1 & 0 \\ 0 & -1 \end{pmatrix}, \qquad \sigma_+ = \begin{pmatrix} 0 & 1 \\ 0 & 0 \end{pmatrix}, \qquad \sigma_- = \begin{pmatrix} 0 & 0 \\ 1 & 0 \end{pmatrix},$$

and the $3\times 3$ matrix units $E_{ab}$, with $a, b \in \{0,1,2\}$, which have the entry $1$ in row $a$ and column $b$ and zeros elsewhere. They multiply as $E_{ab}E_{cd} = \delta_{bc}E_{ad}$, with $\delta$ the Kronecker symbol.

## Statement

The main theorem is `comm_list_prod`, the displayed formula for every $n \ge 0$. The other results are these.

1. `comm_mul`: $[A,BC] = [A,B]C + B[A,C]$ for all $A, B, C$ in $R$.
2. `comm_list_prod_eq_zero`: if $[A,B_k] = 0$ for every factor, then $[A, B_0\cdots B_{n-1}] = 0$. The factors need not commute among themselves.
3. `converse_fails`: $\sigma_z$ commutes with $\sigma_+\sigma_-$, while $[\sigma_z,\sigma_+] \neq 0$ and $[\sigma_z,\sigma_-] \neq 0$.
4. `comm_pow`: for every natural number $n$, $[A,B^{n+1}] = \sum_{k=0}^{n} B^k [A,B] B^{n-k}$.
5. `comm_pow_of_commute`: if $[A,B]$ commutes with $B$, then $[A,B^{n+1}] = (n+1)\,[A,B]\,B^n$.
6. `comm_ladder_prod`: let $R$ be an algebra over a commutative ring $K$ of scalars, and let $i_0, \dots, i_{n-1}$ be a list of labels, each label $i$ carrying an operator $B_i$ and a scalar $c_i$. If $[A,B_i] = c_i B_i$ for every label in the list, then $[A, B_{i_0}\cdots B_{i_{n-1}}] = (c_{i_0} + \dots + c_{i_{n-1}})\, B_{i_0}\cdots B_{i_{n-1}}$.

Three further theorems, with names ending in `_witness`, exhibit integer matrices that satisfy the hypotheses of items 2, 5 and 6 in a nontrivial way.

## Derivation

**Two factors.** Expanding the right-hand side of item 1,

$$[A,B]C + B[A,C] = ABC - BAC + BAC - BCA = ABC - BCA = [A,BC].$$

**The general product.** The argument is induction on the number of factors. With no factor the product is $1$, and $[A,1] = A - A = 0$ is the empty sum. Suppose the formula holds for the product $P = B_0\cdots B_{n-1}$ and put a new factor $B$ in front. The two-factor rule and the induction hypothesis give

$$[A,BP] = [A,B]\,P + B\,[A,P] = [A,B]\,P + \sum_{k=0}^{n-1} B\,B_0\cdots B_{k-1}\,[A,B_k]\,B_{k+1}\cdots B_{n-1}.$$

Rename the factors of the longer product as $B'_0 = B$ and $B'_{k+1} = B_k$. The first term is $1\cdot[A,B'_0]\,B'_1\cdots B'_n$, the term at position $0$. The $k$-th term of the sum is $B'_0\cdots B'_k\,[A,B'_{k+1}]\,B'_{k+2}\cdots B'_n$, the term at position $k+1$. Together they run over the positions $0,\dots,n$, which is the formula for $n+1$ factors.

**Commuting with every factor.** If each $[A,B_k]$ vanishes, each term of the sum contains a zero factor, and the sum is $0$. For an example in which the factors do not commute with each other, take the projector $\Pi = E_{00} + E_{11}$ with the factors $E_{01}$ and $E_{10}$. Here $\Pi E_{01} = E_{01} = E_{01}\Pi$ and $\Pi E_{10} = E_{10} = E_{10}\Pi$, while $[E_{01},E_{10}] = E_{00} - E_{11} \neq 0$.

**The converse.** Direct multiplication gives $\sigma_z\sigma_+ = \sigma_+$, $\sigma_+\sigma_z = -\sigma_+$, $\sigma_z\sigma_- = -\sigma_-$ and $\sigma_-\sigma_z = \sigma_-$, hence

$$[\sigma_z,\sigma_+] = 2\sigma_+, \qquad [\sigma_z,\sigma_-] = -2\sigma_-.$$

Neither vanishes, yet $[\sigma_z,\sigma_+\sigma_-] = 2\sigma_+\sigma_- - 2\sigma_+\sigma_- = 0$. The two terms of the sum cancel, in agreement with $\sigma_+\sigma_- = \mathrm{diag}(1,0)$ being diagonal like $\sigma_z$.

**Powers.** For $n = 0$ both sides of item 4 are $[A,B]$. For the step, write $B^{n+2} = B\cdot B^{n+1}$:

$$[A,B^{n+2}] = [A,B]B^{n+1} + B\sum_{k=0}^{n} B^k[A,B]B^{n-k} = B^0[A,B]B^{n+1} + \sum_{k=0}^{n} B^{k+1}[A,B]B^{(n+1)-(k+1)},$$

which is the sum over $k = 0,\dots,n+1$ of $B^k[A,B]B^{n+1-k}$. If $[A,B]$ commutes with $B$, it commutes with $B^k$, so each term becomes $[A,B]B^kB^{n-k} = [A,B]B^n$, and there are $n+1$ equal terms.

**Ladder operators.** With no factor, $[A,1] = 0 = 0\cdot 1$. Let $P$ be a product with $[A,P] = sP$ for a scalar $s$, and let $[A,B_i] = c_iB_i$. Then

$$[A,B_iP] = (c_iB_i)P + B_i(sP) = (c_i + s)\,B_iP,$$

where the scalars were moved through the product. Induction adds up the $c_i$.

### A numerical instance

Take $A = \sigma_z$ and the three factors $B_0 = \sigma_+$, $B_1 = \sigma_-$, $B_2 = \sigma_+$. The product is $\sigma_+\sigma_-\sigma_+ = \mathrm{diag}(1,0)\,\sigma_+ = \sigma_+$, so the left-hand side is $[\sigma_z,\sigma_+] = 2\sigma_+$. The terms on the right are

$$k=0:\ (2\sigma_+)\sigma_-\sigma_+ = 2\sigma_+, \qquad k=1:\ \sigma_+(-2\sigma_-)\sigma_+ = -2\sigma_+, \qquad k=2:\ \sigma_+\sigma_-(2\sigma_+) = 2\sigma_+,$$

and their sum is $2\sigma_+$, in line with the ladder rule, where the scalars add to $2 - 2 + 2 = 2$. For the spin component $S_z = \sigma_z/2$ in units of the reduced Planck constant $\hbar$, the scalars are $\pm 1$ and the sum is $1$.

For the power rule take $A = E_{01}$ and $B = 1 + E_{12}$. Then $[A,B] = E_{01}E_{12} - E_{12}E_{01} = E_{02}$, which commutes with $B$ because $E_{02}E_{12} = 0 = E_{12}E_{02}$. Since $E_{12}^2 = 0$, $B^2 = 1 + 2E_{12}$ and $[A,B^2] = 2E_{02}$. Item 5 with $n = 1$ gives $2\,E_{02}(1 + E_{12}) = 2E_{02}$, the same matrix.

### The step in a calculation

The two applications below combine the theorems with physical commutation relations and with linearity of the commutator, and those additional inputs were not part of what Lean checked.

For position $x$ and momentum $p$ with $[x,p] = i\hbar$, where $i$ here is the imaginary unit, the commutator is a multiple of the identity and commutes with $p$. Item 5 with $n = 1$ gives $[x,p^2] = 2i\hbar\,p$. For a particle of mass $m$ with Hamiltonian $H = p^2/2m + V(x)$, where the potential $V(x)$ commutes with $x$, this yields $[x,H] = i\hbar\,p/m$.

In second quantisation, let $a_r^\dagger$ and $a_r$ create and annihilate a particle in orbital $r$, and let $N$ be the number operator, with $[N,a_r^\dagger] = a_r^\dagger$ and $[N,a_r] = -a_r$. By item 6, the commutator of $N$ with an operator string is the string times the number of creators minus the number of annihilators. A two-electron string $a_r^\dagger a_s^\dagger a_u a_t$ has the sum $1 + 1 - 1 - 1 = 0$ and commutes with $N$, although no single factor does. A program that stores a string as a list of pairs of orbital and dagger flag can read off the scalar without multiplying any matrices:

```python
def number_shift(string):
    return sum(1 if dagger else -1 for orbital, dagger in string)
```

## What the formal version assumes

Operators are elements of a type `R` with `[Ring R]`. A ring in Mathlib is associative and has a unit, and multiplication is not assumed commutative. The definition `comm A B` is `A * B - B * A`, which fixes the sign convention and carries no factor of $i$ or $\hbar$.

An ordered product is `L.prod` for `L : List R`, multiplied in the order of the list, with the empty list giving $1$. The summation index `k : Fin L.length` runs over the positions $0,\dots,n-1$ with $n$ the length of the list. In the term, `(L.take k.val).prod` is the product of the first $k$ factors $B_0\cdots B_{k-1}$, `L.get k` is $B_k$, and `(L.drop (k.val + 1)).prod` is the product of what remains after removing the first $k+1$ factors, $B_{k+1}\cdots B_{n-1}$. For a list with one entry both outer products are $1$ and the theorem reads $[A,B_0] = 1\cdot[A,B_0]\cdot 1$. Factors may repeat. The hypothesis `∀ B ∈ L, comm A B = 0` of `comm_list_prod_eq_zero` concerns only the members of the list.

In `comm_pow` the exponent is written `n + 1` and the sum runs over `range (n + 1)`, that is $k = 0,\dots,n$. On this range the natural-number subtraction `n - k` is the ordinary difference. In `comm_pow` and `comm_pow_of_commute` the power inside the commutator has exponent at least $1$, so $[A,B^0]$ and negative powers are not covered; $B^0 = 1$ does occur as a factor on the right-hand side. In `comm_pow_of_commute` the hypothesis `Commute (comm A B) B` means $[A,B]B = B[A,B]$, and `(n + 1) •` is repeated addition in the ring, so no scalar field is needed.

In `comm_ladder_prod` the scalars form a commutative ring `K`, and `[Algebra K R]` supplies a scalar multiplication that passes through products. The operators and scalars are functions `B : ι → R` and `c : ι → K` of a label, and the list `L : List ι` fixes which labels occur and in which order; `(L.map B).prod` is the operator product and `(L.map c).sum` the sum of scalars, with repeated labels counted each time. The relations $[A,B_i] = c_iB_i$ are assumed. Nothing is said about eigenvectors or spectra.

There is no Hilbert space, adjoint, norm or topology, and products are finite. The general theorems have no restriction on dimension: they apply to matrices, to bounded operators, and to linear maps of a fixed vector space into itself. Unbounded operators with differing domains do not form a ring as they stand, and questions of domain are not treated. Anticommutators and graded commutators do not appear.

The explicit examples are $2\times 2$ and $3\times 3$ matrices over `ℤ`. The three witness theorems verify the hypotheses and a nonvanishing condition for these matrices; they do not themselves apply the general theorems. The upper triangular pair in `comm_pow_of_commute_witness` has the commutator $E_{02}$, which is not a multiple of the identity, so it is an example of the hypothesis of item 5 and not a model of the canonical relation between $x$ and $p$.

## The Lean file

```lean
import Mathlib

open Finset

namespace CommutatorProductRule

variable {R : Type*} [Ring R]

/-- The commutator `[A, B] = A B - B A` of two operators. -/
def comm (A B : R) : R := A * B - B * A

/-- The Pauli matrix `σz`. -/
def sigmaZ : Matrix (Fin 2) (Fin 2) ℤ := !![1, 0; 0, -1]

/-- The spin raising matrix `σ₊`. -/
def sigmaPlus : Matrix (Fin 2) (Fin 2) ℤ := !![0, 1; 0, 0]

/-- The spin lowering matrix `σ₋`. -/
def sigmaMinus : Matrix (Fin 2) (Fin 2) ℤ := !![0, 0; 1, 0]

/-- Leibniz rule for two factors: `[A, B C] = [A, B] C + B [A, C]`. -/
theorem comm_mul (A B C : R) : comm A (B * C) = comm A B * C + B * comm A C := by
  unfold comm
  noncomm_ring

/-- Leibniz rule for an ordered product of operators: `[A, B₀ ⋯ Bₙ₋₁]` is the sum over positions
`k` of the product in which the factor `Bₖ` is replaced by `[A, Bₖ]`. -/
theorem comm_list_prod (A : R) (L : List R) :
    comm A L.prod =
      ∑ k : Fin L.length,
        (L.take k.val).prod * comm A (L.get k) * (L.drop (k.val + 1)).prod := by
  induction L with
  | nil =>
    refine Eq.trans ?_ (Fin.sum_univ_zero _).symm
    simp [comm]
  | cons B L ih =>
    -- split off the term in which the commutator acts on the first factor
    refine Eq.trans ?_ (Fin.sum_univ_succ (n := L.length) _).symm
    change comm A (B * L.prod) = 1 * comm A B * L.prod +
      ∑ k : Fin L.length,
        (B * (L.take k.val).prod) * comm A (L.get k) * (L.drop (k.val + 1)).prod
    -- the remaining terms are `B` times the expansion for the shorter product
    rw [comm_mul, ih, Finset.mul_sum]
    simp only [one_mul, mul_assoc]

/-- If `A` commutes with every factor, it commutes with the ordered product. -/
theorem comm_list_prod_eq_zero (A : R) (L : List R) (h : ∀ B ∈ L, comm A B = 0) :
    comm A L.prod = 0 := by
  rw [comm_list_prod]
  refine Finset.sum_eq_zero fun k _ => ?_
  have hk : L.get k ∈ L := by simp
  rw [h _ hk, mul_zero, zero_mul]

/-- The projector `diag(1, 1, 0)` commutes with two matrices acting in the upper block which do
not commute with each other. -/
theorem comm_list_prod_eq_zero_witness :
    comm (!![1, 0, 0; 0, 1, 0; 0, 0, 0] : Matrix (Fin 3) (Fin 3) ℤ)
        !![0, 1, 0; 0, 0, 0; 0, 0, 0] = 0 ∧
      comm (!![1, 0, 0; 0, 1, 0; 0, 0, 0] : Matrix (Fin 3) (Fin 3) ℤ)
        !![0, 0, 0; 1, 0, 0; 0, 0, 0] = 0 ∧
      comm (!![0, 1, 0; 0, 0, 0; 0, 0, 0] : Matrix (Fin 3) (Fin 3) ℤ)
        !![0, 0, 0; 1, 0, 0; 0, 0, 0] ≠ 0 := by
  refine ⟨?_, ?_, ?_⟩
  · decide
  · decide
  · decide

/-- Commuting with a product does not force commuting with the factors: `σz` commutes with
`σ₊ σ₋` but neither with `σ₊` nor with `σ₋`. -/
theorem converse_fails :
    comm sigmaZ [sigmaPlus, sigmaMinus].prod = 0 ∧
      comm sigmaZ sigmaPlus ≠ 0 ∧ comm sigmaZ sigmaMinus ≠ 0 := by
  refine ⟨?_, ?_, ?_⟩
  · decide
  · decide
  · decide

/-- Commutator with a power: `[A, Bⁿ⁺¹] = ∑ₖ Bᵏ [A, B] Bⁿ⁻ᵏ` with `k` from `0` to `n`. -/
theorem comm_pow (A B : R) (n : ℕ) :
    comm A (B ^ (n + 1)) = ∑ k ∈ range (n + 1), B ^ k * comm A B * B ^ (n - k) := by
  induction n with
  | zero => simp
  | succ n ih =>
    rw [pow_succ' B (n + 1), comm_mul, ih, Finset.sum_range_succ' _ (n + 1), Finset.mul_sum,
      add_comm (comm A B * B ^ (n + 1))]
    congr 1
    · refine Finset.sum_congr rfl fun k _ => ?_
      rw [Nat.add_sub_add_right, pow_succ' B k]
      simp only [mul_assoc]
    · simp

/-- If `[A, B]` commutes with `B`, then `[A, Bⁿ⁺¹] = (n + 1) [A, B] Bⁿ`. -/
theorem comm_pow_of_commute (A B : R) (h : Commute (comm A B) B) (n : ℕ) :
    comm A (B ^ (n + 1)) = (n + 1) • (comm A B * B ^ n) := by
  -- every term of the sum equals `[A, B] Bⁿ`
  have hterm : ∀ k ∈ range (n + 1),
      B ^ k * comm A B * B ^ (n - k) = comm A B * B ^ n := by
    intro k hk
    have hk' : k + (n - k) = n := by
      have := Finset.mem_range.mp hk
      omega
    rw [← (h.pow_right k).eq, mul_assoc, ← pow_add, hk']
  rw [comm_pow, Finset.sum_congr rfl hterm, Finset.sum_const, Finset.card_range]

/-- Two upper triangular matrices `A`, `B` whose commutator is nonzero and commutes with `B`. -/
theorem comm_pow_of_commute_witness :
    Commute
        (comm (!![0, 1, 0; 0, 0, 0; 0, 0, 0] : Matrix (Fin 3) (Fin 3) ℤ)
          !![1, 0, 0; 0, 1, 1; 0, 0, 1])
        !![1, 0, 0; 0, 1, 1; 0, 0, 1] ∧
      comm (!![0, 1, 0; 0, 0, 0; 0, 0, 0] : Matrix (Fin 3) (Fin 3) ℤ)
        !![1, 0, 0; 0, 1, 1; 0, 0, 1] ≠ 0 := by
  refine ⟨?_, ?_⟩
  · unfold Commute SemiconjBy
    decide
  · decide

/-- If each factor is a ladder operator, `[A, Bᵢ] = cᵢ Bᵢ` with scalars `cᵢ`, then the ordered
product obeys `[A, ∏ Bᵢ] = (∑ cᵢ) ∏ Bᵢ`. -/
theorem comm_ladder_prod {K ι : Type*} [CommRing K] [Algebra K R] (A : R) (B : ι → R)
    (c : ι → K) (L : List ι) (h : ∀ i ∈ L, comm A (B i) = c i • B i) :
    comm A (L.map B).prod = (L.map c).sum • (L.map B).prod := by
  induction L with
  | nil => simp [comm]
  | cons i L ih =>
    have hi : comm A (B i) = c i • B i := h i (by simp)
    have hL := ih fun j hj => h j (by simp [hj])
    simp only [List.map_cons, List.prod_cons, List.sum_cons]
    rw [comm_mul, hi, hL, add_smul, smul_mul_assoc, mul_smul_comm]

/-- The spin matrices obey `[σz, σ₊] = 2 σ₊` and `[σz, σ₋] = -2 σ₋`, and the product
`σ₊ σ₋ σ₊` is nonzero. -/
theorem comm_ladder_prod_witness :
    comm sigmaZ sigmaPlus = (2 : ℤ) • sigmaPlus ∧
      comm sigmaZ sigmaMinus = (-2 : ℤ) • sigmaMinus ∧
      [sigmaPlus, sigmaMinus, sigmaPlus].prod ≠ 0 := by
  refine ⟨?_, ?_, ?_⟩
  · decide
  · decide
  · decide

end CommutatorProductRule
```

```lean
#print axioms CommutatorProductRule.comm_list_prod
#print axioms CommutatorProductRule.comm_list_prod_eq_zero
#print axioms CommutatorProductRule.comm_pow_of_commute
#print axioms CommutatorProductRule.comm_ladder_prod
```

```
'CommutatorProductRule.comm_list_prod' depends on axioms: [propext, Classical.choice, Quot.sound]
'CommutatorProductRule.comm_list_prod_eq_zero' depends on axioms: [propext, Classical.choice, Quot.sound]
'CommutatorProductRule.comm_pow_of_commute' depends on axioms: [propext, Classical.choice, Quot.sound]
'CommutatorProductRule.comm_ladder_prod' depends on axioms: [propext, Quot.sound]
```

## Notes on the proof

`comm_mul` unfolds the definition and calls `noncomm_ring`, which expands both sides without reordering factors and cancels the two occurrences of $BAC$. Every inductive step in the file rewrites with this lemma.

`comm_list_prod` is the induction of the derivation. In the `nil` case, `Fin.sum_univ_zero` identifies the sum over no positions with $0$, and `simp [comm]` shows $[A,1] = 0$. In the `cons` case, `Fin.sum_univ_succ` splits the sum over the positions of the longer list into the term at position $0$ and the sum over positions $k+1$. The `change` line is the renaming of $B'$ to $B$: taking no entries gives the product `1`, dropping one entry leaves `L`, and taking $k+1$ entries of the longer list gives `B * (L.take k.val).prod`. These equalities hold by unfolding the list operations, so the goal can simply be restated. Then `rw [comm_mul, ih, Finset.mul_sum]` applies the two-factor rule, inserts the induction hypothesis and moves $B$ inside the sum, and what remains is the unit factor and the bracketing.

`comm_list_prod_eq_zero` rewrites with the main theorem and uses `Finset.sum_eq_zero` to reduce to a single term. The entry `L.get k` is a member of the list, so the hypothesis turns the middle factor into $0$.

`comm_pow` is proved by its own induction on the exponent and does not go through the list theorem. The rewrite `pow_succ' B (n + 1)` writes $B^{n+2}$ as $B\cdot B^{n+1}$, and `Finset.sum_range_succ'` splits off the $k = 0$ term of the target sum. After `add_comm` has aligned the two summands, `congr 1` leaves two goals. In the first, the sums are compared term by term, with `Nat.add_sub_add_right` giving $(n+1) - (k+1) = n - k$ and `pow_succ' B k` giving $B^{k+1} = B\cdot B^k$. The second is $[A,B]B^{n+1} = B^0[A,B]B^{n+1-0}$.

In `comm_pow_of_commute`, the auxiliary statement `hterm` says that each term equals $[A,B]B^n$. From `h.pow_right k`, the commutator commutes with $B^k$ and is moved to the left; `pow_add` merges the two powers; and `hk'`, the equation $k + (n-k) = n$, uses $k \le n$ from membership in the range. `Finset.sum_const` and `Finset.card_range` then count $n+1$ equal terms.

`comm_ladder_prod` is again a direct induction on the list. The hypothesis is specialised to the first label (`hi`) and passed on to the remaining labels to obtain `hL`. After `comm_mul`, the lemmas `smul_mul_assoc` and `mul_smul_comm` pull $c_i$ and the partial sum out of the products, and `add_smul` matches the result with $(c_i + s)B_iP$.

`converse_fails` and the three witness theorems are statements about finitely many integer entries, and `decide` evaluates them. In `comm_pow_of_commute_witness`, `unfold Commute SemiconjBy` first exposes the equation between the two matrix products.
